# Determinants with equal site densities can have different one-electron energies

An electron shared by two equivalent sites can occupy the bonding or the antibonding combination of the site orbitals. Either way, each site holds half an electron, yet the hopping energies have opposite signs. For which one-electron matrices \(h\) do the site densities fix the energy of every \(N\)-electron determinant?

Take a finite set of sites, each standing for one orthonormal spin orbital; in Lean this is the type `n`. An \(N\)-electron determinant with orthonormal occupied orbitals \(\phi^{(m)}\) has the density matrix \(P_{ab}=\sum_m \phi^{(m)}_a\phi^{(m)*}_b\), and its site densities are the diagonal elements \(P_{aa}\).

```lean
import Mathlib

open Matrix

namespace DensityVersusDensityMatrix

noncomputable section

variable {n : Type*} [Fintype n]
```

The file represents a determinant by this matrix and does not construct the antisymmetrised wavefunction. `IsDeterminant N P` requires three properties: \(P\) is Hermitian, \(P^2=P\), and \(\operatorname{tr}P=N\).

```lean
/-- `P` is the one-particle density matrix of an `N`-electron determinant: a Hermitian
projector of trace `N`. -/
def IsDeterminant (N : ℕ) (P : Matrix n n ℂ) : Prop :=
  P.IsHermitian ∧ P * P = P ∧ P.trace = (N : ℂ)
```

The energy is

\[
E_h(P)=\operatorname{tr}(hP)=\sum_{a,b}h_{ab}P_{ba}.
\]

The matrix \(h\) may be any complex matrix. The energy is accordingly typed as a complex number; for a determinant and a Hermitian \(h\), the physical case, it is real. The electron-electron part of the Hartree-Fock energy is not included.

```lean
/-- The one-electron energy `tr(hP)`. -/
def energy (h P : Matrix n n ℂ) : ℂ := (h * P).trace
```

## (a) Without hopping, the densities suffice

Suppose that \(h_{ij}=0\) whenever \(i\neq j\). Show that two density matrices with the same diagonal have the same one-electron energy.

Only the terms with \(a=b\) survive in the double sum, so

\[
E_h(P)=\sum_a h_{aa}P_{aa}=\sum_a h_{aa}Q_{aa}=E_h(Q).
\]

The on-site energies \(h_{aa}\) may differ from site to site. The Lean proof compares the double sums term by term: for `a = b` it uses the equal densities, and otherwise the vanishing element of \(h\). It needs no determinant property, so the statement holds for arbitrary matrices \(P\) and \(Q\).

```lean
/-- If `h` has no off-diagonal elements, two density matrices with the same site densities
have the same one-electron energy. -/
theorem energy_eq_of_diagonal (h P Q : Matrix n n ℂ)
    (hd : ∀ i j, i ≠ j → h i j = 0) (hPQ : ∀ a, P a a = Q a a) :
    energy h P = energy h Q := by
  simp only [energy, Matrix.trace, Matrix.diag_apply, Matrix.mul_apply]
  refine Finset.sum_congr rfl fun a _ => Finset.sum_congr rfl fun b _ => ?_
  by_cases hab : a = b
  · subst hab
    rw [hPQ]
  · rw [hd a b hab, zero_mul, zero_mul]
```

## (b) The norm of a two-site orbital

For the converse we need determinants that differ only in a relative sign. For distinct sites \(i\) and \(j\) and a complex number \(c\), let \(v\) be the vector with \(v_i=1\), \(v_j=c\) and all other components zero.

```lean
variable [DecidableEq n]

/-- The unnormalised two-site orbital `|i⟩ + c|j⟩`, for distinct sites `i` and `j`. -/
def bondOrbital (i j : n) (c : ℂ) : n → ℂ :=
  fun k => if k = i then 1 else if k = j then c else 0
```

When \(|c|=1\), the normalised orbital is \(v/\sqrt2\), and its projector is \(B_{ab}=\tfrac12 v_a v_b^*\). The code keeps \(v\) unnormalised and puts the factor \(\tfrac12\) into the projector.

```lean
/-- The matrix `|v⟩⟨v| / 2` built from the two-site orbital `v`. -/
def bondProjector (i j : n) (c : ℂ) : Matrix n n ℂ :=
  Matrix.of fun a b => 1 / 2 * (bondOrbital i j c a * star (bondOrbital i j c b))
```

Further electrons fill a set \(S\) of sites that contains neither \(i\) nor \(j\). Let \(F\) be the diagonal matrix with \(F_{aa}=1\) for \(a\in S\) and \(0\) otherwise. The full density matrix is \(D(c)=B+F\).

```lean
/-- The sum of `bondProjector i j c` and the diagonal projector onto the sites of `S`. -/
def bondDensity (i j : n) (c : ℂ) (S : Finset n) : Matrix n n ℂ :=
  bondProjector i j c + Matrix.diagonal fun a => if a ∈ S then 1 else 0
```

Show that \(v\) has squared norm two when \(c\) is a phase.

Site \(i\) contributes \(1\), site \(j\) contributes \(c^*c=1\), and the other sites contribute nothing:

\[
\sum_k v_k^*v_k=1+c^*c=2.
\]

In Lean the phase condition is `star c * c = 1`. The step `key` writes each summand as the indicator of \(k=i\) plus the indicator of \(k=j\), and the sum of these is two.

```lean
/-- For a phase `c`, the orbital `|i⟩ + c|j⟩` has squared norm two. -/
theorem bondOrbital_norm {i j : n} (hij : i ≠ j) {c : ℂ} (hc : star c * c = 1) :
    ∑ k, star (bondOrbital i j c k) * bondOrbital i j c k = 2 := by
  have key : ∀ k, star (bondOrbital i j c k) * bondOrbital i j c k
      = (if k = i then 1 else 0) + (if k = j then 1 else 0) := by
    intro k
    by_cases hi : k = i
    · have hj : k ≠ j := fun h => hij (hi.symm.trans h)
      simp only [bondOrbital, if_pos hi, if_neg hj, star_one, mul_one, add_zero]
    · by_cases hj : k = j
      · simp only [bondOrbital, if_neg hi, if_pos hj, hc, zero_add]
      · simp only [bondOrbital, if_neg hi, if_neg hj, mul_zero, add_zero]
  simp only [key, Finset.sum_add_distrib, Finset.sum_ite_eq', Finset.mem_univ, if_true]
  norm_num
```

## (c) The two-site orbital and filled sites form a determinant

Let \(c\) be a phase and let \(S\) contain neither \(i\) nor \(j\). Show that \(D(c)\) describes a determinant of \(|S|+1\) electrons.

**Hermiticity.** We have \(B_{ba}^*=\tfrac12(v_bv_a^*)^*=\tfrac12v_av_b^*=B_{ab}\), and \(F\) is real and diagonal.

**Idempotency.** By (b),

\[
(B^2)_{ab}=\tfrac14 v_av_b^*\sum_k v_k^*v_k=\tfrac12v_av_b^*=B_{ab}.
\]

Since \(v\) vanishes on \(S\), \((BF)_{ab}=B_{ab}F_{bb}=0\), and likewise \(FB=0\). The diagonal elements of \(F\) are \(0\) or \(1\), so \(F^2=F\). Therefore

\[
D(c)^2=B^2+BF+FB+F^2=B+F=D(c).
\]

**Trace.** \(\operatorname{tr}B=\tfrac12\sum_k v_kv_k^*=1\) and \(\operatorname{tr}F=|S|\).

The Lean proof treats the same three properties in this order. The four products appear as `hBB`, `hBD`, `hDB` and `hDD`, where the letter `D` stands for the diagonal matrix \(F\) and not for \(D(c)\), and `hv` records that the two-site orbital vanishes on the filled sites.

```lean
/-- A two-site orbital with phase `c`, together with filled sites `S` away from the bond,
gives a determinant of `|S| + 1` electrons. -/
theorem bondDensity_isDeterminant {i j : n} (hij : i ≠ j) {c : ℂ} (hc : star c * c = 1)
    {S : Finset n} (hi : i ∉ S) (hj : j ∉ S) :
    IsDeterminant (S.card + 1) (bondDensity i j c S) := by
  have hnorm := bondOrbital_norm hij hc
  -- the bond orbital vanishes on the filled sites
  have hv : ∀ b ∈ S, bondOrbital i j c b = 0 := by
    intro b hb
    have h1 : b ≠ i := fun h => hi (h ▸ hb)
    have h2 : b ≠ j := fun h => hj (h ▸ hb)
    simp only [bondOrbital, if_neg h1, if_neg h2]
  refine ⟨?_, ?_, ?_⟩
  · ext a b
    by_cases hab : a = b
    · subst hab
      by_cases ha : a ∈ S <;>
        simp [bondDensity, bondProjector, ha, mul_comm]
    · simp [bondDensity, bondProjector, hab, Ne.symm hab, mul_comm]
  · have hBB : bondProjector i j c * bondProjector i j c = bondProjector i j c := by
      ext a b
      simp only [bondProjector, Matrix.mul_apply, Matrix.of_apply]
      calc _ = 1 / 4 * (bondOrbital i j c a * star (bondOrbital i j c b)) *
            ∑ k, star (bondOrbital i j c k) * bondOrbital i j c k := by
              rw [Finset.mul_sum]
              exact Finset.sum_congr rfl fun k _ => by ring
        _ = _ := by rw [hnorm]; ring
    have hBD : bondProjector i j c *
        Matrix.diagonal (fun a => if a ∈ S then (1 : ℂ) else 0) = 0 := by
      ext a b
      rw [Matrix.mul_diagonal]
      by_cases hb : b ∈ S
      · simp [bondProjector, hv b hb]
      · simp [hb]
    have hDB : Matrix.diagonal (fun a => if a ∈ S then (1 : ℂ) else 0) *
        bondProjector i j c = 0 := by
      ext a b
      rw [Matrix.diagonal_mul]
      by_cases ha : a ∈ S
      · simp [bondProjector, hv a ha]
      · simp [ha]
    have hDD : Matrix.diagonal (fun a => if a ∈ S then (1 : ℂ) else 0) *
        Matrix.diagonal (fun a => if a ∈ S then (1 : ℂ) else 0) =
        Matrix.diagonal (fun a => if a ∈ S then (1 : ℂ) else 0) := by
      rw [Matrix.diagonal_mul_diagonal]
      congr 1
      funext a
      split_ifs <;> simp
    rw [bondDensity, add_mul, mul_add, mul_add, hBB, hBD, hDB, hDD, add_zero, zero_add]
  · have hB : (bondProjector i j c).trace = 1 := by
      simp only [Matrix.trace, Matrix.diag_apply, bondProjector, Matrix.of_apply]
      rw [← Finset.mul_sum, Finset.sum_congr rfl fun k _ => mul_comm _ _, hnorm]
      norm_num
    rw [bondDensity, Matrix.trace_add, hB, Matrix.trace_diagonal]
    simp [add_comm]
```

## (d) The relative sign is invisible in the densities

Show that \(D(c)\) and \(D(-c)\) have the same diagonal.

The diagonal elements are

\[
D(c)_{aa}=\tfrac12|v_a|^2+F_{aa}.
\]

Replacing \(c\) by \(-c\) changes at most the sign of a component of \(v\), which leaves \(|v_a|^2\) unchanged. Lean splits into the cases of the definitions and simplifies each one. This identity does not require \(c\) to be a phase.

```lean
omit [Fintype n] in
/-- Reversing the relative sign of the two-site orbital leaves every site density unchanged. -/
theorem bondDensity_same_density (i j : n) (c : ℂ) (S : Finset n) (a : n) :
    bondDensity i j c S a a = bondDensity i j (-c) S a a := by
  simp only [bondDensity, bondProjector, Matrix.add_apply, Matrix.of_apply, bondOrbital]
  split_ifs <;> simp
```

## (e) The relative sign is visible in the energy

For \(i\neq j\), compute the energy difference between \(D(c)\) and \(D(-c)\).

The filled sites cancel, and so does the diagonal. What remains is

\[
D(c)_{ji}-D(-c)_{ji}=\tfrac12c-\left(-\tfrac12c\right)=c,
\qquad
D(c)_{ij}-D(-c)_{ij}=c^*.
\]

Inserting these elements into \(\sum_{a,b}h_{ab}P_{ba}\) gives

\[
E_h(D(c))-E_h(D(-c))=h_{ij}c+h_{ji}c^*.
\]

The step `key` in Lean is the formula for the difference matrix, with its two nonzero elements written as conditional expressions. The final simplification carries out the double sum.

```lean
/-- For distinct sites `i` and `j`, the energy with coefficient `c` in the two-site orbital minus
the energy with coefficient `-c` is `h i j * c + h j i * star c`. -/
theorem energy_bond_sub (h : Matrix n n ℂ) {i j : n} (hij : i ≠ j) (c : ℂ) (S : Finset n) :
    energy h (bondDensity i j c S) - energy h (bondDensity i j (-c) S)
      = h i j * c + h j i * star c := by
  have key : ∀ b a, bondDensity i j c S b a - bondDensity i j (-c) S b a
      = (if b = j then (if a = i then c else 0) else 0)
        + (if b = i then (if a = j then star c else 0) else 0) := by
    intro b a
    simp only [bondDensity, bondProjector, Matrix.add_apply, Matrix.of_apply,
      add_sub_add_right_eq_sub, bondOrbital]
    split_ifs <;> simp_all <;> ring
  simp only [energy, Matrix.trace, Matrix.diag_apply, Matrix.mul_apply,
    ← Finset.sum_sub_distrib, ← mul_sub, key]
  simp [mul_add, Finset.sum_add_distrib]
```

## (f) Densities determine all energies exactly when h is diagonal

Let \(N\) be at least one and smaller than the number of sites. Show that the site densities determine the energy of every \(N\)-electron determinant if and only if \(h\) has no off-diagonal element.

Part (a) gives one direction. For the other, assume that equal densities always imply equal energies, and choose distinct sites \(i\) and \(j\). With \(M\) sites in total, \(M-2\) remain away from this pair. Since \(N<M\), we have \(N-1\le M-2\), so there is room for the other \(N-1\) electrons in a set \(S\). Parts (c) and (d) turn \(D(c)\) and \(D(-c)\) into two \(N\)-electron determinants with equal densities. Their energies must agree, and (e) yields

\[
h_{ij}c+h_{ji}c^*=0\qquad\text{for every phase }c.
\]

Write \(I\) for the imaginary unit. The choices \(c=1\) and \(c=I\) give

\[
h_{ij}+h_{ji}=0,\qquad I(h_{ij}-h_{ji})=0.
\]

Hence \(h_{ij}=h_{ji}=0\). The second phase matters even for Hermitian \(h\): a purely imaginary hopping element satisfies the first equation without being zero.

In the Lean statement, the left side of the equivalence quantifies over all pairs `P`, `Q` of \(N\)-electron determinants for one fixed `h`. The proof obtains `S` from a count of the available sites, derives the condition for a general phase as `key`, and specialises it to `k1` and `k2`. The closing `linear_combination` solves these two equations for \(h_{ij}\), using \(I^2=-1\).

For non-interacting electrons in a finite orthonormal basis, an energy formula valid for all such determinants therefore needs information beyond the site densities as soon as \(h\) contains hopping.

```lean
/-- With at least one electron and at least one empty level, site densities determine the
one-electron energy of all `N`-electron determinants exactly when `h` is diagonal. -/
theorem density_determines_energy_iff (h : Matrix n n ℂ) {N : ℕ} (h1 : 1 ≤ N)
    (hN : N < Fintype.card n) :
    (∀ P Q : Matrix n n ℂ, IsDeterminant N P → IsDeterminant N Q →
      (∀ a, P a a = Q a a) → energy h P = energy h Q) ↔ ∀ i j, i ≠ j → h i j = 0 := by
  refine ⟨fun H i j hij => ?_, fun hd P Q _ _ hPQ => energy_eq_of_diagonal h P Q hd hPQ⟩
  -- put the other N - 1 electrons on sites away from the bond
  obtain ⟨S, hS, hcard⟩ := Finset.exists_subset_card_eq
    (s := ({i, j} : Finset n)ᶜ) (n := N - 1)
    (by rw [Finset.card_compl, Finset.card_pair hij]; omega)
  have hi : i ∉ S := fun hm => by simpa using hS hm
  have hj : j ∉ S := fun hm => by simpa using hS hm
  have hSN : S.card + 1 = N := by omega
  have key : ∀ c : ℂ, star c * c = 1 → h i j * c + h j i * star c = 0 := by
    intro c hc
    have d1 := bondDensity_isDeterminant hij hc hi hj
    have d2 := bondDensity_isDeterminant hij (c := -c) (by simpa using hc) hi hj
    rw [hSN] at d1 d2
    rw [← energy_bond_sub h hij c S, sub_eq_zero]
    exact H _ _ d1 d2 (bondDensity_same_density i j c S)
  -- the phases 1 and `Complex.I` separate the two hopping elements
  have k1 := key 1 (by simp)
  have k2 := key Complex.I (by simp)
  have hI : star Complex.I = -Complex.I := Complex.conj_I
  rw [star_one] at k1
  rw [hI] at k2
  linear_combination (1 / 2) * k1 - (Complex.I / 2) * k2
    + ((h i j - h j i) / 2) * Complex.I_sq
```

## (g) The bonding and antibonding orbitals of a dimer

Now take two sites, labelled 0 and 1 as in Lean, and the hopping matrix

\[
h=\begin{pmatrix}0&-1\\-1&0\end{pmatrix}.
\]

```lean
/-- The hopping matrix of two sites with hopping element `-1`. -/
def hoppingDimer : Matrix (Fin 2) (Fin 2) ℂ := !![0, -1; -1, 0]
```

Compare the densities and energies of one electron in \((1,1)/\sqrt2\) and in \((1,-1)/\sqrt2\).

These are the cases \(c=1\) and \(c=-1\) with \(S\) empty, and their density matrices are

\[
D(\pm1)=\frac12\begin{pmatrix}1&\pm1\\\pm1&1\end{pmatrix}.
\]

Both have site densities \((\tfrac12,\tfrac12)\). For this \(h\), the energy of any \(P\) is \(-P_{10}-P_{01}\), so

\[
E_h(D(1))=-1,\qquad E_h(D(-1))=1.
\]

The theorem collects all these facts: both matrices are one-electron determinants, all four site densities equal \(\tfrac12\), and the energies are \(-1\) and \(1\) in units of the hopping strength. The determinant property comes from (c) with `S = ∅`; `hE` is the energy formula for a general \(P\), and the remaining values follow by direct evaluation.

```lean
/-- On two sites, the one-electron determinants of `(1,1)/√2` and `(1,-1)/√2` both have site
densities `1/2`, while their hopping energies are `-1` and `1`. -/
theorem hoppingDimer_counterexample :
    (IsDeterminant 1 (bondDensity (0 : Fin 2) 1 1 ∅) ∧
      IsDeterminant 1 (bondDensity (0 : Fin 2) 1 (-1) ∅)) ∧
    (∀ a, bondDensity (0 : Fin 2) 1 1 ∅ a a = 1 / 2 ∧
      bondDensity (0 : Fin 2) 1 (-1) ∅ a a = 1 / 2) ∧
    energy hoppingDimer (bondDensity 0 1 1 ∅) = -1 ∧
    energy hoppingDimer (bondDensity 0 1 (-1) ∅) = 1 := by
  -- only the off-diagonal elements of P enter the hopping energy
  have hE : ∀ P : Matrix (Fin 2) (Fin 2) ℂ, energy hoppingDimer P = -P 1 0 - P 0 1 := by
    intro P
    simp only [energy, Matrix.trace_fin_two, Matrix.mul_apply, Fin.sum_univ_two]
    simp [hoppingDimer]
    ring
  refine ⟨⟨?_, ?_⟩, ?_, ?_, ?_⟩
  · simpa using bondDensity_isDeterminant (i := (0 : Fin 2)) (j := 1) (c := 1) (S := ∅)
      (by decide) (by simp) (by simp) (by simp)
  · simpa using bondDensity_isDeterminant (i := (0 : Fin 2)) (j := 1) (c := -1) (S := ∅)
      (by decide) (by simp) (by simp) (by simp)
  · intro a
    fin_cases a <;> simp [bondDensity, bondProjector, bondOrbital]
  · rw [hE]
    simp [bondDensity, bondProjector, bondOrbital]
    norm_num
  · rw [hE]
    simp [bondDensity, bondProjector, bondOrbital]
    norm_num

end

end DensityVersusDensityMatrix
```

```lean
#print axioms DensityVersusDensityMatrix.density_determines_energy_iff
-- 'DensityVersusDensityMatrix.density_determines_energy_iff' depends on axioms: [propext, Classical.choice, Quot.sound]
#print axioms DensityVersusDensityMatrix.hoppingDimer_counterexample
-- 'DensityVersusDensityMatrix.hoppingDimer_counterexample' depends on axioms: [propext, Classical.choice, Quot.sound]
```
